# The Exact Error of Gauss Quadrature on [−1, 1] for a Simple Pole

## A pole close to the path

An n-point Gauss rule is exact for polynomials of degree below 2n, but this says little about a Green function with a pole near the integration path. For the pole 1/(z − t) at z = 0.1i, the one-point rule on [−1, 1] gives −20i, while the integral is about −2.94i. The formula below gives this discrepancy exactly.

For a non-interacting system in a finite orthonormal basis, the trace of the Green function is a sum of simple poles at the eigenvalues ε. On a straight contour segment ω = c + ht, with h ≠ 0, the pole term dω/(ω − ε) becomes −dt/(z − t) with z = (ε − c)/h. For every eigenvalue ε off the segment, the formula below therefore gives, up to this sign, the energy-integration error of its term.

## The error formula and its assumptions

Let p be a real polynomial of degree n with distinct roots x_j in [−1, 1], j = 0, …, n − 1, and let p be orthogonal on [−1, 1] to all polynomials of lower degree. Let ℓ_j be the Lagrange basis polynomials of the nodes and w_j = ∫ ℓ_j(t) dt the weights; all integrals run from −1 to 1. For complex z off the interval, the error

E(z) = ∫ 1/(z − t) dt − Σ_j w_j/(z − x_j)

satisfies

E(z) = p(z)⁻² ∫ p(t)²/(z − t) dt.

In Lean, `IsGaussSystem p x` collects the conditions on p and the nodes `x : Fin n → ℝ`. It does not fix the normalisation of p, which cancels in the formula. The functions `lag`, `weight` and `poleError` are ℓ_j, w_j and E, and `aeval z p` is the real polynomial p evaluated at complex z. In `poleError_eq`, the hypothesis `hz` keeps z off the closed interval.

The pole is integrated with weight function 1, so there is no Fermi function, and curved contours are not treated. The existence of a Gauss system is assumed for general n and shown only for the two-point rule.

## From interpolation to the squared polynomial

As a polynomial in t, p(z) − p(t) vanishes at t = z. Its quotient by z − t has degree below n and takes the value p(z)/(z − x_j) at x_j, because p(x_j) = 0. It therefore equals its interpolant:

p(z) − p(t) = (z − t) Σ_j p(z)/(z − x_j) ℓ_j(t).

Divide by z − t, multiply by a continuous function g(t) and integrate:

p(z) ∫ g/(z − t) dt = ∫ g p/(z − t) dt + Σ_j p(z)/(z − x_j) ∫ g ℓ_j dt.

For g = 1 the last integrals are the weights, so

p(z) E(z) = ∫ p/(z − t) dt.

For g = p they vanish by orthogonality, since ℓ_j has degree n − 1:

p(z) ∫ p/(z − t) dt = ∫ p²/(z − t) dt.

Together these give p(z)² E(z) = ∫ p²/(z − t) dt. If p(z) were zero, the interpolation identity would make p(t) zero for every real t, contradicting its degree. Division by p(z)² gives the formula.

If |z − t| ≥ δ > 0 on the interval, then

|E(z)| ≤ ∫ p² dt / (δ |p(z)|²).

This holds for each n; to obtain a convergence rate from this bound, one must also estimate ∫ p² dt / |p(z)|² as n grows.

## A rule without orthogonality

Take n = 1, p(t) = t − 1 and x_0 = 1. Every condition except orthogonality holds, and w_0 = 2. At z = 2 the error is ln 3 − 2, which is negative, while the right-hand side of the formula is ln 3.

## The Lean file

```lean
import Mathlib

open Polynomial

namespace GaussPoleError

noncomputable section

/-- The polynomial `p` of degree `n` vanishes at `n` distinct nodes in `[-1,1]` and is orthogonal
on `[-1,1]` to every polynomial of lower degree. -/
structure IsGaussSystem {n : ℕ} (p : ℝ[X]) (x : Fin n → ℝ) : Prop where
  degree_eq : p.degree = n
  inj : Function.Injective x
  mem : ∀ j, x j ∈ Set.Icc (-1 : ℝ) 1
  root : ∀ j, p.eval (x j) = 0
  orth : ∀ q : ℝ[X], q.degree < n → ∫ t in (-1 : ℝ)..1, p.eval t * q.eval t = 0

/-- The Lagrange basis polynomial of node `j`, as a function on the real line. -/
def lag {n : ℕ} (x : Fin n → ℝ) (j : Fin n) (t : ℝ) : ℝ :=
  (Lagrange.basis Finset.univ x j).eval t

/-- The quadrature weight of node `j`: the integral of its Lagrange basis polynomial. -/
def weight {n : ℕ} (x : Fin n → ℝ) (j : Fin n) : ℝ := ∫ t in (-1 : ℝ)..1, lag x j t

/-- The integral of `1 / (z - t)` over `[-1,1]` minus its quadrature sum, for `z` off `[-1,1]` and
different from all nodes. -/
def poleError {n : ℕ} (x : Fin n → ℝ) (z : ℂ) : ℂ :=
  (∫ t in (-1 : ℝ)..1, 1 / (z - t)) - ∑ j, (weight x j : ℂ) / (z - x j)

variable {n : ℕ} {p : ℝ[X]} {x : Fin n → ℝ} {z : ℂ}

/-- For `z` different from the nodes, `p(z) - p(t)` is `z - t` times the Lagrange interpolant
in `t` of the pole values `p(z) / (z - x_j)`. -/
theorem pole_interpolation (H : IsGaussSystem p x) (hz : ∀ j, z ≠ x j) (t : ℝ) :
    aeval z p - ((p.eval t : ℝ) : ℂ)
      = (z - t) * ∑ j, aeval z p / (z - x j) * (lag x j t : ℂ) := by
  obtain ⟨q, hq⟩ : X - C z ∣ p.map (algebraMap ℝ ℂ) - C ((p.map (algebraMap ℝ ℂ)).eval z) :=
    dvd_iff_isRoot.mpr (by simp [IsRoot])
  have hv : ∀ s : ℝ, aeval z p - ((p.eval s : ℝ) : ℂ) = (z - s) * q.eval (s : ℂ) := by
    intro s
    have e : aeval (s : ℂ) p = ((p.eval s : ℝ) : ℂ) :=
      aeval_algebraMap_apply_eq_algebraMap_eval s p
    have h := congrArg (eval (s : ℂ)) hq
    simp only [eval_sub, eval_mul, eval_X, eval_C, eval_map_algebraMap, e] at h
    linear_combination -h
  have hdeg : q.degree < (n : WithBot ℕ) := by
    by_cases h0 : q = 0
    · rw [h0, degree_zero]
      exact WithBot.bot_lt_coe n
    · have h1 := congrArg natDegree hq
      rw [natDegree_sub_C, natDegree_mul (X_sub_C_ne_zero z) h0, natDegree_X_sub_C,
        natDegree_map, natDegree_eq_of_degree_eq_some H.degree_eq] at h1
      rw [degree_eq_natDegree h0]
      exact_mod_cast (by omega : q.natDegree < n)
  -- the quotient has degree below `n`, so it equals its interpolant
  have h2 := congrArg (eval (t : ℂ)) (Lagrange.eq_interpolate (s := Finset.univ)
    (v := fun j => (x j : ℂ)) (f := q) (Complex.ofReal_injective.comp H.inj).injOn
    (by simpa using hdeg))
  rw [Lagrange.interpolate_apply, eval_finsetSum] at h2
  rw [hv t, h2]
  congr 1
  refine Finset.sum_congr rfl fun j _ => ?_
  have h3 := hv (x j)
  rw [H.root j, Complex.ofReal_zero, sub_zero] at h3
  simp only [eval_mul, eval_C]
  rw [h3, mul_div_cancel_left₀ _ (sub_ne_zero.mpr (hz j))]
  congr 1
  simp [lag, Lagrange.basis, Lagrange.basisDivisor, eval_prod]

/-- Multiplying a pole integral with density `g` by `p(z)` moves `p` under the integral, up to
a combination of the integrals of `g` against the Lagrange basis. -/
theorem pole_transfer (H : IsGaussSystem p x) (hz : ∀ t ∈ Set.Icc (-1 : ℝ) 1, z ≠ t)
    (g : ℝ → ℝ) (hg : Continuous g) :
    aeval z p * ∫ t in (-1 : ℝ)..1, (g t : ℂ) / (z - t)
      = (∫ t in (-1 : ℝ)..1, (g t : ℂ) * ((p.eval t : ℝ) : ℂ) / (z - t))
        + ∑ j, aeval z p / (z - x j) * ((∫ t in (-1 : ℝ)..1, g t * lag x j t : ℝ) : ℂ) := by
  have hne : ∀ t ∈ Set.uIcc (-1 : ℝ) 1, z - (t : ℂ) ≠ 0 := fun t ht =>
    sub_ne_zero.mpr (hz t (by rwa [Set.uIcc_of_le (by norm_num)] at ht))
  have i1 : IntervalIntegrable (fun t : ℝ => (g t : ℂ) * ((p.eval t : ℝ) : ℂ) / (z - t))
      MeasureTheory.volume (-1) 1 :=
    (((Complex.continuous_ofReal.comp hg).mul
      (Complex.continuous_ofReal.comp p.continuous)).continuousOn.div
      (continuous_const.sub Complex.continuous_ofReal).continuousOn hne).intervalIntegrable
  have hc : ∀ j, Continuous fun t : ℝ =>
      aeval z p / (z - x j) * ((g t * lag x j t : ℝ) : ℂ) := fun j =>
    continuous_const.mul (Complex.continuous_ofReal.comp (hg.mul (Polynomial.continuous _)))
  have hm : ∑ j, aeval z p / (z - x j) * ((∫ t in (-1 : ℝ)..1, g t * lag x j t : ℝ) : ℂ)
      = ∫ t in (-1 : ℝ)..1, ∑ j, aeval z p / (z - x j) * ((g t * lag x j t : ℝ) : ℂ) := by
    rw [intervalIntegral.integral_finsetSum fun j _ => (hc j).intervalIntegrable _ _]
    exact Finset.sum_congr rfl fun j _ => by
      rw [intervalIntegral.integral_const_mul, intervalIntegral.integral_ofReal]
  rw [hm, ← intervalIntegral.integral_const_mul, ← intervalIntegral.integral_add i1
    ((continuous_finsetSum _ fun j _ => hc j).intervalIntegrable _ _)]
  refine intervalIntegral.integral_congr fun t ht => ?_
  have h := pole_interpolation H (fun j => hz _ (H.mem j)) t
  obtain ⟨S, hS⟩ : ∃ S, S = ∑ j, aeval z p / (z - x j) * (lag x j t : ℂ) := ⟨_, rfl⟩
  have hgS : ∑ j, aeval z p / (z - x j) * ((g t * lag x j t : ℝ) : ℂ) = (g t : ℂ) * S := by
    rw [hS, Finset.mul_sum]
    refine Finset.sum_congr rfl fun j _ => ?_
    push_cast
    ring
  rw [← hS] at h
  simp only [hgS]
  simp only [div_eq_mul_inv]
  linear_combination ((g t : ℂ) * (z - t)⁻¹) * h
    + (g t : ℂ) * S * mul_inv_cancel₀ (hne t ht)

/-- The quadrature error times `p(z)` is the pole integral with density `p`. -/
theorem aeval_mul_poleError (H : IsGaussSystem p x) (hz : ∀ t ∈ Set.Icc (-1 : ℝ) 1, z ≠ t) :
    aeval z p * poleError x z = ∫ t in (-1 : ℝ)..1, ((p.eval t : ℝ) : ℂ) / (z - t) := by
  have h := pole_transfer H hz (fun _ => 1) continuous_const
  simp only [Complex.ofReal_one, one_mul] at h
  have hs : aeval z p * ∑ j, (weight x j : ℂ) / (z - x j)
      = ∑ j, aeval z p / (z - x j) * ((∫ t in (-1 : ℝ)..1, lag x j t : ℝ) : ℂ) := by
    rw [Finset.mul_sum]
    refine Finset.sum_congr rfl fun j _ => ?_
    rw [weight]
    ring
  rw [poleError, mul_sub, hs, h, add_sub_cancel_right]

/-- Gauss error for a pole: for `z` off `[-1,1]` the quadrature error is `p(z)⁻²` times the
integral of `p(t)² / (z - t)`. -/
theorem poleError_eq (H : IsGaussSystem p x) (hz : ∀ t ∈ Set.Icc (-1 : ℝ) 1, z ≠ t) :
    poleError x z = ((aeval z p) ^ 2)⁻¹ *
      ∫ t in (-1 : ℝ)..1, ((p.eval t : ℝ) : ℂ) ^ 2 / (z - t) := by
  have h2 := pole_transfer H hz (fun t => p.eval t) p.continuous
  -- orthogonality removes the Lagrange terms
  have h0 : ∀ j, ∫ t in (-1 : ℝ)..1, p.eval t * lag x j t = 0 := fun j => by
    refine H.orth _ ?_
    rw [Lagrange.degree_basis H.inj.injOn (Finset.mem_univ j), Finset.card_univ,
      Fintype.card_fin]
    have hj := j.isLt
    exact_mod_cast (by omega : n - 1 < n)
  simp only [h0, Complex.ofReal_zero, mul_zero, Finset.sum_const_zero, add_zero, ← sq] at h2
  rw [← aeval_mul_poleError H hz] at h2
  -- a zero of `p` at `z` would make `p` vanish identically
  have hP : aeval z p ≠ 0 := fun hP => by
    have hp : p = 0 := Polynomial.funext fun t => by
      simpa [hP] using pole_interpolation H (fun j => hz _ (H.mem j)) t
    have h1 := H.degree_eq
    rw [hp, degree_zero] at h1
    exact WithBot.natCast_ne_bot n h1.symm
  rw [← h2]
  field_simp

/-- If `z` is at distance at least `δ > 0` from `[-1,1]`, the error is at most the integral of
`p²` divided by `δ |p(z)|²`. -/
theorem norm_poleError_le (H : IsGaussSystem p x) {δ : ℝ} (hδ : 0 < δ)
    (hd : ∀ t ∈ Set.Icc (-1 : ℝ) 1, δ ≤ ‖z - (t : ℂ)‖) :
    ‖poleError x z‖ ≤ (∫ t in (-1 : ℝ)..1, p.eval t ^ 2) / (δ * ‖aeval z p‖ ^ 2) := by
  have hz : ∀ t ∈ Set.Icc (-1 : ℝ) 1, z ≠ t := fun t ht =>
    sub_ne_zero.mp (norm_pos_iff.mp (hδ.trans_le (hd t ht)))
  have hI : ‖∫ t in (-1 : ℝ)..1, ((p.eval t : ℝ) : ℂ) ^ 2 / (z - t)‖
      ≤ (∫ t in (-1 : ℝ)..1, p.eval t ^ 2) / δ := by
    rw [← intervalIntegral.integral_div]
    refine intervalIntegral.norm_integral_le_of_norm_le (by norm_num)
      (Filter.Eventually.of_forall fun t ht => ?_)
      (((p.continuous.pow 2).div_const δ).intervalIntegrable _ _)
    rw [norm_div, norm_pow, Complex.norm_real, Real.norm_eq_abs, sq_abs]
    exact div_le_div_of_nonneg_left (sq_nonneg _) hδ (hd t ⟨ht.1.le, ht.2⟩)
  rw [poleError_eq H hz, norm_mul, norm_inv, norm_pow]
  calc _ ≤ (‖aeval z p‖ ^ 2)⁻¹ * ((∫ t in (-1 : ℝ)..1, p.eval t ^ 2) / δ) :=
        mul_le_mul_of_nonneg_left hI (by positivity)
    _ = _ := by ring

/-- The polynomial `X² - 1/3` with the two nodes `±√(1/3)` is a Gauss system. -/
theorem isGaussSystem_witness :
    IsGaussSystem (X ^ 2 - C (1 / 3 : ℝ)) ![-√(1 / 3), √(1 / 3)] := by
  have hs : 0 < √(1 / 3 : ℝ) := Real.sqrt_pos.mpr (by norm_num)
  have hs2 : √(1 / 3 : ℝ) ^ 2 = 1 / 3 := Real.sq_sqrt (by norm_num)
  generalize √(1 / 3 : ℝ) = s at hs hs2 ⊢
  have hs1 : s ≤ 1 := by nlinarith
  refine ⟨degree_X_pow_sub_C (by norm_num) _, ?_, ?_, ?_, ?_⟩
  · intro i j h
    fin_cases i <;> fin_cases j
    · rfl
    · have h' : -s = s := h
      linarith
    · have h' : s = -s := h
      linarith
    · rfl
  · rw [Fin.forall_fin_two]
    exact ⟨⟨neg_le_neg hs1, show -s ≤ 1 by linarith⟩, ⟨show -1 ≤ s by linarith, hs1⟩⟩
  · rw [Fin.forall_fin_two]
    constructor <;> simp only [eval_sub, eval_pow, eval_X, eval_C]
    · show (-s) ^ 2 - 1 / 3 = 0
      linarith [neg_sq s]
    · show s ^ 2 - 1 / 3 = 0
      linarith
  · intro q hq
    have hq1 : q.degree ≤ 1 := Order.le_of_lt_succ hq
    rw [eq_X_add_C_of_degree_le_one hq1]
    generalize q.coeff 1 = a
    generalize q.coeff 0 = b
    -- an explicit antiderivative
    have hF : ∀ t ∈ Set.uIcc (-1 : ℝ) 1, HasDerivAt
        (fun y => (C (a / 4) * X ^ 4 + C (b / 3) * X ^ 3 - C (a / 6) * X ^ 2
          - C (b / 3) * X : ℝ[X]).eval y)
        ((X ^ 2 - C (1 / 3 : ℝ)).eval t * (C a * X + C b).eval t) t := by
      intro t _
      refine (Polynomial.hasDerivAt _ t).congr_deriv ?_
      simp
      ring
    rw [intervalIntegral.integral_eq_sub_of_hasDerivAt hF
      (((Polynomial.continuous _).mul (Polynomial.continuous _)).intervalIntegrable _ _)]
    simp only [eval_sub, eval_add, eval_mul, eval_pow, eval_X, eval_C]
    ring

end

end GaussPoleError
```

```lean
#print axioms GaussPoleError.poleError_eq
#print axioms GaussPoleError.norm_poleError_le
```

```
'GaussPoleError.poleError_eq' depends on axioms: [propext, Classical.choice, Quot.sound]
'GaussPoleError.norm_poleError_le' depends on axioms: [propext, Classical.choice, Quot.sound]
```

## How the proof follows the derivation

`pole_interpolation` obtains the quotient from `dvd_iff_isRoot`, bounds its degree and applies `Lagrange.eq_interpolate`. `pole_transfer` integrates the identity against g; continuity and the nonvanishing denominator supply integrability, and `linear_combination` checks the integrands pointwise.

`aeval_mul_poleError` is the case g = 1. `poleError_eq` takes g = p, removes the Lagrange terms with `H.orth`, proves p(z) ≠ 0 and divides by `field_simp`. `norm_poleError_le` bounds the integrand by p(t)²/δ.

`isGaussSystem_witness` verifies the conditions for X² − 1/3 with nodes ±√(1/3). It checks orthogonality to an arbitrary linear polynomial through an explicit antiderivative.
